# The Nuclear Zeeman Threshold for Crossings between Neighbouring Upper Breit–Rabi Levels

An atom with electronic angular momentum 1/2 and a nuclear spin I sits in a static magnetic field B along z. At zero field the hyperfine interaction splits its ground level into two groups of sublevels, and the field spreads each group out according to the total projection m of electron and nucleus. If only the electron couples to the field, neighbouring levels of the upper group with m ≥ 0 separate and never meet again. The nucleus has a magnetic moment too, and its small Zeeman energy can bring them back together. When does this happen, and how often?

Let A > 0 be the hyperfine constant, g_e μ_B > 0 the electron's Zeeman coefficient and g_n μ_N > 0 that of the nucleus. With dimensionless spin operators,

H = A I·S + g_e μ_B B S_z − g_n μ_N B I_z.

With the total projection F_z = I_z + S_z, this is

H = A I·S + b S_z − k b F_z,

b = (g_e μ_B + g_n μ_N) B,  k = g_n μ_N / (g_e μ_B + g_n μ_N).

Here b is an energy that measures the field and contains a nuclear part, the fraction k of the whole; k is a ratio of couplings, not Boltzmann's constant. For A, k > 0 and I, m ≥ 0, the upper levels m and m + 1 meet at some b > 0 if and only if

k(2I + 1) < 1,

and then at exactly one b. Inserting k turns the condition into I g_n μ_N < g_e μ_B / 2: the nuclear moment must be smaller than the electron's. Ordinary atoms with positive A and g_n satisfy this by a wide margin. A calculation that omits the nuclear term therefore misses these crossings, within this model of a single hyperfine term with electronic angular momentum 1/2.

## From the two-state block to the crossing condition

H conserves m. For |m| < I + 1/2 there are two states with this projection: electron up with nuclear projection m − 1/2, and electron down with m + 1/2. The diagonal elements of H are

A(m − 1/2)/2 + b/2 − kmb  and  −A(m + 1/2)/2 − b/2 − kmb,

and the flip-flop part of I·S gives the off-diagonal element

(A/2) √(I(I + 1) − (m − 1/2)(m + 1/2)) = (A/2) √((I + 1/2)² − m²).

The mean of the diagonal elements is −A/4 − kmb, and half their difference is (Am + b)/2. The eigenvalues are therefore

−A/4 − kmb ± S_m(b)/2,

S_m(b) = √(A²(I + 1/2)² + 2mAb + b²).

The symbol S_m(b) denotes this number, not a spin component. The plus sign gives the upper level E_m. The state with m = I + 1/2 has no partner; its energy AI/2 + b/2 − k(I + 1/2)b agrees with the plus sign, because there S_m = A(I + 1/2) + b.

Now let T(b) = S_{m+1}(b) + S_m(b). The squares of the two roots differ by 2Ab, so S_{m+1} − S_m = 2Ab/T, and

E_{m+1} − E_m = Ab/T − kb = (b/T)(A − kT).

For b > 0 the factor b/T is positive. The levels meet exactly when kT = A, and level m + 1 is the higher one exactly when kT < A.

At zero field each root equals A(I + 1/2), so T(0) = A(2I + 1). For 0 ≤ b < c,

S_m(c)² − S_m(b)² = 2mA(c − b) + c² − b² > 0,

and the same holds for m + 1, so T increases strictly. A crossing at b > 0 thus requires kA(2I + 1) = kT(0) < kT(b) = A, which is k(2I + 1) < 1.

Conversely, under this condition kT starts below A. At b = A/k each root is at least b, so kT ≥ A there. By continuity kT = A somewhere in between, and by strict growth only once. Below that field level m + 1 is the higher one, above it the lower one. If k(2I + 1) ≥ 1, then kT > A at every positive field, and level m + 1 lies below level m from the start.

## Levels and Hamiltonian block as real functions

```lean
import Mathlib

open Matrix

namespace BreitRabiCrossing
```

All quantities are real numbers. `root` is S_m(b), with the arguments in the order `A I m b`.

```lean
/-- The Breit-Rabi square root `S_m(b)` for hyperfine constant `A`, nuclear spin `I`, total
projection `m` and field energy `b`, the coefficient of `S_z` in the Hamiltonian
`A I·S + b S_z - k b F_z`. -/
noncomputable def root (A I m b : ℝ) : ℝ :=
  √(A ^ 2 * (I + 1 / 2) ^ 2 + 2 * m * A * b + b ^ 2)
```

`upperLevel` is E_m, including the common shift −A/4.

```lean
/-- The upper Breit-Rabi level of projection `m`, with the Zeeman term `-k m b`. -/
noncomputable def upperLevel (A I k m b : ℝ) : ℝ :=
  -A / 4 + root A I m b / 2 - k * m * b
```

`rootSum` is T for the pair m, m + 1, labelled by the lower projection.

```lean
/-- The sum of the Breit-Rabi roots of the neighbouring projections `m + 1` and `m`. -/
noncomputable def rootSum (A I m b : ℝ) : ℝ :=
  root A I (m + 1) b + root A I m b
```

The matrix `block` has the elements found above, with electron spin up first.

```lean
/-- The block of the Hamiltonian `A I·S + b S_z - k b F_z` at projection `m`, `|m| < I + 1/2`,
in the basis of electron spin up and electron spin down. -/
noncomputable def block (A I k m b : ℝ) : Matrix (Fin 2) (Fin 2) ℝ :=
  !![A * (m - 1 / 2) / 2 + b / 2 - k * m * b, A / 2 * √((I + 1 / 2) ^ 2 - m ^ 2);
     A / 2 * √((I + 1 / 2) ^ 2 - m ^ 2), -A * (m + 1 / 2) / 2 - b / 2 - k * m * b]
```

The matrix is entered as a definition. That it represents H at fixed m rests on the matrix elements worked out above, not on spin operators constructed in Lean.

The next theorem connects the matrix with the level formula: det(block − E·1) factorises, with zeros at E_m and at its partner with the minus sign.

```lean
/-- For `|m| < I + 1/2` the characteristic determinant of the Hamiltonian block vanishes exactly
at the upper Breit-Rabi level and at its partner with the opposite sign of the root. -/
theorem block_det (A I k m b E : ℝ) (hm : |m| < I + 1 / 2) :
    (block A I k m b - E • (1 : Matrix (Fin 2) (Fin 2) ℝ)).det =
      (E - upperLevel A I k m b) * (E - (-A / 4 - root A I m b / 2 - k * m * b)) := by
  have hm2 : 0 ≤ (I + 1 / 2) ^ 2 - m ^ 2 := by
    have h := abs_lt.1 hm
    nlinarith [mul_pos (sub_pos.2 h.1) (sub_pos.2 h.2)]
  have h1 := Real.sq_sqrt hm2
  have h2 : root A I m b ^ 2 = A ^ 2 * (I + 1 / 2) ^ 2 + 2 * m * A * b + b ^ 2 := by
    apply Real.sq_sqrt
    nlinarith [mul_nonneg (sq_nonneg A) hm2, sq_nonneg (b + m * A)]
  have h3 : block A I k m b - E • (1 : Matrix (Fin 2) (Fin 2) ℝ) =
      !![A * (m - 1 / 2) / 2 + b / 2 - k * m * b - E, A / 2 * √((I + 1 / 2) ^ 2 - m ^ 2);
         A / 2 * √((I + 1 / 2) ^ 2 - m ^ 2),
         -A * (m + 1 / 2) / 2 - b / 2 - k * m * b - E] := by
    ext i j
    fin_cases i <;> fin_cases j <;> simp [block]
  rw [h3, Matrix.det_fin_two_of, upperLevel]
  linear_combination (1 / 4) * h2 - (A ^ 2 / 4) * h1
```

The hypothesis `hm` makes the radicand in the off-diagonal element nonnegative. The radicand of S_m equals (b + mA)² + A²((I + 1/2)² − m²), so it is nonnegative as well. `Real.sq_sqrt` then removes both roots once they are squared, and `linear_combination` checks the remaining polynomial identity.

The stretched state is handled separately, since the upper member of a pair may be m + 1 = I + 1/2.

```lean
/-- For nonnegative `A`, `I` and `b`, the upper level at `m = I + 1/2` is the energy of the
stretched state, in which electron and nuclear spin both have maximal projection. -/
theorem upperLevel_stretched {A I b : ℝ} (k : ℝ) (hA : 0 ≤ A) (hI : 0 ≤ I) (hb : 0 ≤ b) :
    upperLevel A I k (I + 1 / 2) b = A * I / 2 + b / 2 - k * (I + 1 / 2) * b := by
  have h : root A I (I + 1 / 2) b = A * (I + 1 / 2) + b := by
    rw [root, show A ^ 2 * (I + 1 / 2) ^ 2 + 2 * (I + 1 / 2) * A * b + b ^ 2 =
      (A * (I + 1 / 2) + b) ^ 2 by ring]
    exact Real.sqrt_sq (by positivity)
  rw [upperLevel, h]
  ring
```

The radicand is a perfect square here, and the signs of A, I and b allow its root to be taken directly.

## The sign of the level difference

Dividing by T requires T ≠ 0, which follows from the positivity of both roots.

```lean
/-- For `A > 0` and `m ≥ 0` the sum of neighbouring roots is positive at every positive field. -/
theorem rootSum_pos {A m b : ℝ} (I : ℝ) (hA : 0 < A) (hm : 0 ≤ m) (hb : 0 < b) :
    0 < rootSum A I m b := by
  have h1 : 0 < root A I (m + 1) b := Real.sqrt_pos.2 (by positivity)
  have h0 : 0 < root A I m b := Real.sqrt_pos.2 (by positivity)
  exact add_pos h1 h0
```

The formula for E_{m+1} − E_m comes next. The proof multiplies through by T and uses the difference of the two squared roots, `h1 - h0`.

```lean
/-- For `A > 0`, `m ≥ 0` and `b > 0`, the distance from level `m` up to level `m + 1` is
`(b / T) (A - k T)`, where `T` is the sum of the two roots. -/
theorem level_difference {A m b : ℝ} (I k : ℝ) (hA : 0 < A) (hm : 0 ≤ m) (hb : 0 < b) :
    upperLevel A I k (m + 1) b - upperLevel A I k m b =
      b / rootSum A I m b * (A - k * rootSum A I m b) := by
  have h1 : root A I (m + 1) b ^ 2 =
      A ^ 2 * (I + 1 / 2) ^ 2 + 2 * (m + 1) * A * b + b ^ 2 := Real.sq_sqrt (by positivity)
  have h0 : root A I m b ^ 2 =
      A ^ 2 * (I + 1 / 2) ^ 2 + 2 * m * A * b + b ^ 2 := Real.sq_sqrt (by positivity)
  rw [div_mul_eq_mul_div, eq_div_iff (rootSum_pos I hA hm hb).ne']
  simp only [upperLevel, rootSum]
  -- the squares of the two roots differ by `2 A b`
  linear_combination (h1 - h0) / 2
```

`level_order` reads off the three possible orders. It replaces b/T by a positive number `c`, after which each equivalence is a statement about the sign of c(A − kT).

```lean
/-- For `A > 0`, `m ≥ 0` and `b > 0`, the order of the levels `m` and `m + 1` is decided by
comparing `k` times the sum of their roots with `A`. -/
theorem level_order {A m b : ℝ} (I k : ℝ) (hA : 0 < A) (hm : 0 ≤ m) (hb : 0 < b) :
    (upperLevel A I k m b < upperLevel A I k (m + 1) b ↔ k * rootSum A I m b < A) ∧
    (upperLevel A I k m b = upperLevel A I k (m + 1) b ↔ k * rootSum A I m b = A) ∧
    (upperLevel A I k (m + 1) b < upperLevel A I k m b ↔ A < k * rootSum A I m b) := by
  have hd := level_difference I k hA hm hb
  have hc : 0 < b / rootSum A I m b := div_pos hb (rootSum_pos I hA hm hb)
  generalize b / rootSum A I m b = c at hd hc
  refine ⟨⟨fun h => ?_, fun h => ?_⟩, ⟨fun h => ?_, fun h => ?_⟩, ⟨fun h => ?_, fun h => ?_⟩⟩
  · by_contra hn
    nlinarith [mul_nonneg hc.le (sub_nonneg.2 (not_lt.1 hn))]
  · linarith [mul_pos hc (sub_pos.2 h)]
  · have h0 : c * (A - k * rootSum A I m b) = 0 := by linarith
    rcases mul_eq_zero.1 h0 with h1 | h1 <;> linarith
  · rw [h, sub_self, mul_zero] at hd
    linarith
  · by_contra hn
    nlinarith [mul_nonneg hc.le (sub_nonneg.2 (not_lt.1 hn))]
  · nlinarith [mul_pos hc (sub_pos.2 h)]
```

Neither theorem restricts the sign of k. For k = 0 the comparison reads 0 < A, so level m + 1 is always the higher one, as stated at the outset for an electron that couples alone.

## Zero-field value and growth of the root sum

```lean
/-- For nonnegative `A` and `I`, the sum of neighbouring roots at zero field is `A (2 I + 1)`,
whatever the projection. -/
theorem rootSum_zero {A I : ℝ} (m : ℝ) (hA : 0 ≤ A) (hI : 0 ≤ I) :
    rootSum A I m 0 = A * (2 * I + 1) := by
  have h : ∀ n : ℝ, root A I n 0 = A * (I + 1 / 2) := fun n => by
    rw [root, show A ^ 2 * (I + 1 / 2) ^ 2 + 2 * n * A * 0 + 0 ^ 2 =
      (A * (I + 1 / 2)) ^ 2 by ring]
    exact Real.sqrt_sq (by positivity)
  rw [rootSum, h, h]
  ring
```

The value A(2I + 1) is independent of m, which reflects the degeneracy of the upper group at zero field. This common meeting point is why crossings are sought only at b > 0.

```lean
/-- For nonnegative `A` and `m`, the sum of neighbouring roots increases strictly with the
field `b ≥ 0`. -/
theorem rootSum_lt {A m b c : ℝ} (I : ℝ) (hA : 0 ≤ A) (hm : 0 ≤ m) (hb : 0 ≤ b) (hbc : b < c) :
    rootSum A I m b < rootSum A I m c := by
  have h : ∀ n : ℝ, 0 ≤ n → root A I n b < root A I n c := fun n hn => by
    apply Real.sqrt_lt_sqrt (by positivity)
    nlinarith [mul_nonneg (mul_nonneg hn hA) (sub_nonneg.2 hbc.le)]
  exact add_lt_add (h (m + 1) (by linarith)) (h m hm)
```

The comparison of radicands for b < c is made once for an arbitrary projection n ≥ 0 and applied to m + 1 and m. Here the letter c is a second field value.

## Existence and uniqueness of the crossing

The main theorem has two parts: the equivalence between a crossing at positive b and k(2I + 1) < 1, and the uniqueness of that crossing, written `∃!`.

```lean
/-- For `A, k > 0` and `I, m ≥ 0`, the upper Breit-Rabi levels `m` and `m + 1` meet at some
positive field if and only if `k (2 I + 1) < 1`, and then at exactly one. -/
theorem crossing_iff {A I k m : ℝ} (hA : 0 < A) (hI : 0 ≤ I) (hk : 0 < k) (hm : 0 ≤ m) :
    ((∃ b, 0 < b ∧ upperLevel A I k m b = upperLevel A I k (m + 1) b) ↔
      k * (2 * I + 1) < 1) ∧
    (k * (2 * I + 1) < 1 →
      ∃! b, 0 < b ∧ upperLevel A I k m b = upperLevel A I k (m + 1) b) := by
  have hz := rootSum_zero m hA.le hI
  have key : k * (2 * I + 1) < 1 →
      ∃! b, 0 < b ∧ upperLevel A I k m b = upperLevel A I k (m + 1) b := by
    intro h
    have hcont : Continuous (fun b => k * rootSum A I m b) := by
      unfold rootSum root
      fun_prop
    have hB : 0 < A / k := div_pos hA hk
    have hlow : k * rootSum A I m 0 < A := by
      rw [hz]
      nlinarith [mul_pos hA (sub_pos.2 h)]
    -- each root is at least `b`, so the sum is large enough at `b = A / k`
    have hroot : ∀ n : ℝ, 0 ≤ n → A / k ≤ root A I n (A / k) := fun n hn => by
      apply (Real.le_sqrt' hB).2
      have : 0 ≤ A ^ 2 * (I + 1 / 2) ^ 2 + 2 * n * A * (A / k) := by positivity
      linarith
    have hhigh : A ≤ k * rootSum A I m (A / k) := by
      have h1 : A / k ≤ rootSum A I m (A / k) := by
        unfold rootSum
        linarith [hroot (m + 1) (by linarith), hroot m hm]
      have h2 := mul_le_mul_of_nonneg_left h1 hk.le
      rwa [mul_div_cancel₀ A hk.ne'] at h2
    obtain ⟨b, hb, hbA⟩ := intermediate_value_Icc hB.le hcont.continuousOn ⟨hlow.le, hhigh⟩
    have hbA' : k * rootSum A I m b = A := hbA
    have hb0 : 0 < b := by
      rcases hb.1.lt_or_eq with h1 | h1
      · exact h1
      · rw [← h1] at hbA'
        linarith
    refine ⟨b, ⟨hb0, (level_order I k hA hm hb0).2.1.2 hbA'⟩, ?_⟩
    -- strict growth of the sum excludes a second crossing
    rintro c ⟨hc0, hc⟩
    have hcA := (level_order I k hA hm hc0).2.1.1 hc
    rcases lt_trichotomy c b with h1 | h1 | h1
    · linarith [mul_lt_mul_of_pos_left (rootSum_lt I hA.le hm hc0.le h1) hk]
    · exact h1
    · linarith [mul_lt_mul_of_pos_left (rootSum_lt I hA.le hm hb0.le h1) hk]
  refine ⟨⟨?_, fun h => (key h).exists⟩, key⟩
  rintro ⟨b, hb, h⟩
  have h1 := (level_order I k hA hm hb).2.1.1 h
  have h2 := mul_lt_mul_of_pos_left (rootSum_lt I hA.le hm le_rfl hb) hk
  rw [hz, h1] at h2
  by_contra hn
  nlinarith [mul_nonneg hA.le (sub_nonneg.2 (not_lt.1 hn))]
```

The intermediate step `key` proves existence and uniqueness together. `hlow` and `hhigh` are the bounds on kT at 0 and A/k, and `intermediate_value_Icc` supplies a field with kT = A. It is not zero, because kT(0) < A. A second crossing c would lie on one side of b, and `rootSum_lt` excludes both sides. The last lines derive the condition from a given crossing by comparing T(b) with T(0).

The theorem admits all real I, m ≥ 0. Physical pairs are those with 2I a positive integer, m ≤ I − 1/2 and I + 1/2 − m an integer. The smallest case is I = 1/2 with the pair m = 0 and 1, where the condition is k < 1/2. Pairs whose lower projection is negative lie outside its hypotheses.

## Exchange of order, and the missed crossing

Equality at one field could also mean that the levels touch and separate again. The next theorem rules this out.

```lean
/-- For `A > 0` and `m ≥ 0`, if the levels `m` and `m + 1` meet at a positive field `b`, then
level `m + 1` is the higher one at all smaller positive fields and the lower one at all larger
fields. -/
theorem order_exchanged {A I k m b : ℝ} (hA : 0 < A) (hm : 0 ≤ m) (hb : 0 < b)
    (h : upperLevel A I k m b = upperLevel A I k (m + 1) b) :
    (∀ c, 0 < c → c < b → upperLevel A I k m c < upperLevel A I k (m + 1) c) ∧
    (∀ c, b < c → upperLevel A I k (m + 1) c < upperLevel A I k m c) := by
  have h1 := (level_order I k hA hm hb).2.1.1 h
  have hk : 0 < k := by
    by_contra hn
    nlinarith [mul_nonneg (sub_nonneg.2 (not_lt.1 hn)) (rootSum_pos I hA hm hb).le]
  refine ⟨fun c hc hcb => (level_order I k hA hm hc).1.2 ?_,
    fun c hbc => (level_order I k hA hm (hb.trans hbc)).2.2.2 ?_⟩
  · linarith [mul_lt_mul_of_pos_left (rootSum_lt I hA.le hm hc.le hcb) hk]
  · linarith [mul_lt_mul_of_pos_left (rootSum_lt I hA.le hm hb.le hbc) hk]
```

A positive k need not be assumed, since kT = A with A and T positive forces it. The growth of T then places kT below A at smaller fields and above A at larger ones.

The last theorem describes the other side of the threshold, including equality.

```lean
/-- For `A > 0`, `I, m ≥ 0` and `k (2 I + 1) ≥ 1`, level `m + 1` lies below level `m` at every
positive field. -/
theorem crossing_missed {A I k m b : ℝ} (hA : 0 < A) (hI : 0 ≤ I) (hm : 0 ≤ m)
    (hk : 1 ≤ k * (2 * I + 1)) (hb : 0 < b) :
    upperLevel A I k (m + 1) b < upperLevel A I k m b := by
  have hk0 : 0 < k := by
    by_contra hn
    nlinarith [mul_nonneg (sub_nonneg.2 (not_lt.1 hn)) hI]
  apply (level_order I k hA hm hb).2.2.2
  have h := mul_lt_mul_of_pos_left (rootSum_lt I hA.le hm le_rfl hb) hk0
  rw [rootSum_zero m hA.le hI] at h
  nlinarith [mul_nonneg hA.le (sub_nonneg.2 hk)]

end BreitRabiCrossing
```

Again k > 0 follows from the hypotheses. Strict growth gives kT(b) > kT(0) = kA(2I + 1) ≥ A, and `level_order` turns this into the reversed order of the levels. At k(2I + 1) = 1 the two levels leave zero field with equal slopes, yet they separate at every positive b.

```lean
#print axioms BreitRabiCrossing.upperLevel_stretched
#print axioms BreitRabiCrossing.crossing_iff
#print axioms BreitRabiCrossing.order_exchanged
#print axioms BreitRabiCrossing.crossing_missed
```

```
'BreitRabiCrossing.upperLevel_stretched' depends on axioms: [propext, Classical.choice, Quot.sound]
'BreitRabiCrossing.crossing_iff' depends on axioms: [propext, Classical.choice, Quot.sound]
'BreitRabiCrossing.order_exchanged' depends on axioms: [propext, Classical.choice, Quot.sound]
'BreitRabiCrossing.crossing_missed' depends on axioms: [propext, Classical.choice, Quot.sound]
```
